# For a Hermitian matrix H, n implicit Euler steps reproduce exp(−itH) to within t²‖H‖²/(2n)

Let $H$ be a Hermitian complex matrix of finite size, $\tau$ and $t$ real times in units with $\hbar=1$, and $\|\cdot\|$ the operator norm induced by the Euclidean norm on vectors. Write $S_\tau = 1+i\tau H$ for `eulerMatrix H τ`, $R_\tau = S_\tau^{-1}$ for `eulerStep H τ`, and $U_t = e^{-itH}$ for `propagator H t`.

```lean
import Mathlib

open Matrix Complex Filter
open scoped Matrix.Norms.L2Operator ComplexOrder

namespace ImplicitEulerPropagator

noncomputable section

variable {d : Type*} [Fintype d] [DecidableEq d]

/-- The matrix `1 + iτH` that has to be inverted in one implicit Euler step of length `τ`. -/
def eulerMatrix (H : Matrix d d ℂ) (τ : ℝ) : Matrix d d ℂ := 1 + (I * (τ : ℂ)) • H

/-- One implicit Euler step for the Schrödinger equation: the inverse of `1 + iτH`. -/
def eulerStep (H : Matrix d d ℂ) (τ : ℝ) : Matrix d d ℂ := (eulerMatrix H τ)⁻¹

/-- The exact time-evolution operator `exp(-itH)`. -/
def propagator (H : Matrix d d ℂ) (t : ℝ) : Matrix d d ℂ :=
  NormedSpace.exp ((-(I * (t : ℂ))) • H)

/-- If the exponentials `exp(sX)` have norm at most one for all real `s`, then
`exp(X)(1 - X)` differs from the identity by at most `‖X‖²/2`. -/
theorem exp_mul_one_sub_bound {A : Type*} [NormedRing A] [NormedAlgebra ℂ A] [CompleteSpace A]
    (X : A) (hX : ∀ s : ℝ, ‖NormedSpace.exp ((s : ℂ) • X)‖ ≤ 1) :
    ‖NormedSpace.exp X * (1 - X) - 1‖ ≤ ‖X‖ ^ 2 / 2 := by
  -- the derivative of `exp(sX)(1 - sX)` is `-s exp(sX) X²`
  have hd : ∀ s : ℝ, HasDerivAt
      (fun u : ℝ => NormedSpace.exp (u • X) * (1 - u • X) - 1)
      (-(s • (NormedSpace.exp (s • X) * (X * X)))) s := by
    intro s
    have h1 := hasDerivAt_exp_smul_const (𝕂 := ℝ) X s
    have h2 : HasDerivAt (fun u : ℝ => 1 - u • X) (-X) s := by
      simpa using ((hasDerivAt_id s).smul_const X).const_sub 1
    refine ((h1.fun_mul h2).sub_const 1).congr_deriv ?_
    simp only [mul_sub, mul_one, mul_smul_comm, mul_neg, mul_assoc]
    abel
  have hB : ∀ s : ℝ, HasDerivAt (fun u : ℝ => u ^ 2 * (‖X‖ ^ 2 / 2)) (s * ‖X‖ ^ 2) s := by
    intro s
    refine ((hasDerivAt_pow 2 s).mul_const (‖X‖ ^ 2 / 2)).congr_deriv ?_
    norm_num
    ring
  have key := image_norm_le_of_norm_deriv_right_le_deriv_boundary (a := (0 : ℝ)) (b := 1)
    (fun s _ => (hd s).continuousAt.continuousWithinAt)
    (fun s _ => (hd s).hasDerivWithinAt) (by simp) hB
    (by
      intro s hs
      have he : ‖NormedSpace.exp (s • X)‖ ≤ 1 := by
        have h := hX s
        rwa [Complex.coe_smul] at h
      rw [norm_neg, norm_smul, Real.norm_eq_abs, abs_of_nonneg hs.1]
      refine mul_le_mul_of_nonneg_left ?_ hs.1
      calc ‖NormedSpace.exp (s • X) * (X * X)‖
          ≤ ‖NormedSpace.exp (s • X)‖ * ‖X * X‖ := norm_mul_le _ _
        _ ≤ 1 * (‖X‖ * ‖X‖) := by
            gcongr
            exact norm_mul_le _ _
        _ = ‖X‖ ^ 2 := by ring)
    (Set.right_mem_Icc.2 zero_le_one)
  simpa using key

/-- A matrix `W` with `W†W = 1` has operator norm at most one. -/
theorem norm_le_one_of_isometry {W : Matrix d d ℂ} (hW : Wᴴ * W = 1) : ‖W‖ ≤ 1 := by
  have h1 : ‖Wᴴ * W‖ = ‖W‖ * ‖W‖ := CStarRing.norm_star_mul_self
  have h2 : ‖(1 : Matrix d d ℂ)ᴴ * 1‖ = ‖(1 : Matrix d d ℂ)‖ * ‖(1 : Matrix d d ℂ)‖ :=
    CStarRing.norm_star_mul_self
  rw [hW] at h1
  rw [conjTranspose_one, one_mul] at h2
  have a1 : ∀ x : ℝ, x = x * x → x ≤ 1 := fun x h => by nlinarith
  have a2 : ∀ x : ℝ, x * x ≤ 1 → x ≤ 1 := fun x h => by nlinarith
  exact a2 _ (h1.symm.le.trans (a1 _ h2))

/-- The exact propagator of a Hermitian Hamiltonian has operator norm at most one. -/
theorem norm_propagator_le {H : Matrix d d ℂ} (hH : H.IsHermitian) (t : ℝ) :
    ‖propagator H t‖ ≤ 1 := by
  apply norm_le_one_of_isometry
  have hs : ((-(I * (t : ℂ))) • H)ᴴ = -((-(I * (t : ℂ))) • H) := by
    rw [conjTranspose_smul, hH.eq, ← neg_smul]
    simp
  have hcomm : Commute (-((-(I * (t : ℂ))) • H)) ((-(I * (t : ℂ))) • H) :=
    (Commute.refl ((-(I * (t : ℂ))) • H)).neg_left
  unfold propagator
  rw [← Matrix.exp_conjTranspose, hs, ← Matrix.exp_add_of_commute _ _ hcomm, neg_add_cancel,
    NormedSpace.exp_zero]

/-- For Hermitian `H`, the matrix `S = 1 + iτH` satisfies `S†S = 1 + (τH)†(τH)`. -/
theorem eulerMatrix_gram {H : Matrix d d ℂ} (hH : H.IsHermitian) (τ : ℝ) :
    (eulerMatrix H τ)ᴴ * eulerMatrix H τ = 1 + ((τ : ℂ) • H)ᴴ * ((τ : ℂ) • H) := by
  have hc : (I * (τ : ℂ)) * (I * τ) = -((τ : ℂ) * τ) := by
    linear_combination (τ : ℂ) * τ * I_mul_I
  have h1 : (eulerMatrix H τ)ᴴ = 1 - (I * (τ : ℂ)) • H := by
    simp [eulerMatrix, conjTranspose_smul, hH.eq, sub_eq_add_neg]
  have h2 : ((τ : ℂ) • H)ᴴ = (τ : ℂ) • H := by
    simp [conjTranspose_smul, hH.eq]
  rw [h1, h2, eulerMatrix]
  simp only [sub_mul, mul_add, one_mul, mul_one, smul_mul_assoc, mul_smul_comm, smul_sub,
    smul_smul, hc, neg_smul]
  abel

/-- For Hermitian `H` and every real step `τ`, the matrix `1 + iτH` is invertible. -/
theorem isUnit_eulerMatrix {H : Matrix d d ℂ} (hH : H.IsHermitian) (τ : ℝ) :
    IsUnit (eulerMatrix H τ) := by
  have hp : (1 + ((τ : ℂ) • H)ᴴ * ((τ : ℂ) • H)).PosDef :=
    PosDef.one.add_posSemidef (posSemidef_conjTranspose_mul_self _)
  have hu := hp.isUnit
  rw [← eulerMatrix_gram hH, isUnit_iff_isUnit_det, det_mul] at hu
  exact (isUnit_iff_isUnit_det _).2 (isUnit_of_mul_isUnit_right hu)

/-- For Hermitian `H`, an implicit Euler step of any length has operator norm at most one. -/
theorem norm_eulerStep_le {H : Matrix d d ℂ} (hH : H.IsHermitian) (τ : ℝ) :
    ‖eulerStep H τ‖ ≤ 1 := by
  have hSR : eulerMatrix H τ * eulerStep H τ = 1 :=
    mul_nonsing_inv _ ((isUnit_iff_isUnit_det _).1 (isUnit_eulerMatrix hH τ))
  have h1 : (eulerMatrix H τ)ᴴ = 1 - (I * (τ : ℂ)) • H := by
    simp [eulerMatrix, conjTranspose_smul, hH.eq, sub_eq_add_neg]
  have hcomm : eulerMatrix H τ * (eulerMatrix H τ)ᴴ
      = (eulerMatrix H τ)ᴴ * eulerMatrix H τ := by
    rw [h1, eulerMatrix]
    simp only [mul_sub, sub_mul, mul_add, add_mul, one_mul, mul_one, smul_mul_assoc,
      mul_smul_comm, smul_sub, smul_add, smul_smul]
    abel
  -- the Cayley transform `W = S† S⁻¹` is unitary, and `2 S⁻¹ = W + 1`
  have hW : ‖(eulerMatrix H τ)ᴴ * eulerStep H τ‖ ≤ 1 := by
    apply norm_le_one_of_isometry
    calc ((eulerMatrix H τ)ᴴ * eulerStep H τ)ᴴ * ((eulerMatrix H τ)ᴴ * eulerStep H τ)
        = (eulerStep H τ)ᴴ * (eulerMatrix H τ * (eulerMatrix H τ)ᴴ) * eulerStep H τ := by
          rw [conjTranspose_mul, conjTranspose_conjTranspose]
          simp only [mul_assoc]
      _ = (eulerMatrix H τ * eulerStep H τ)ᴴ * (eulerMatrix H τ * eulerStep H τ) := by
          rw [hcomm, conjTranspose_mul]
          simp only [mul_assoc]
      _ = 1 := by rw [hSR, conjTranspose_one, one_mul]
  have h2 : (2 : ℂ) • eulerStep H τ = (eulerMatrix H τ)ᴴ * eulerStep H τ + 1 := by
    rw [← hSR, ← add_mul, h1, eulerMatrix, two_smul]
    noncomm_ring
  have h3 : ‖(1 : Matrix d d ℂ)‖ ≤ 1 := norm_le_one_of_isometry (by simp)
  have h4 := norm_add_le ((eulerMatrix H τ)ᴴ * eulerStep H τ) 1
  rw [← h2, norm_smul, Complex.norm_ofNat] at h4
  linarith

/-- For Hermitian `H`, one implicit Euler step differs from the exact propagator by at most
`τ²‖H‖²/2`. -/
theorem one_step_error {H : Matrix d d ℂ} (hH : H.IsHermitian) (τ : ℝ) :
    ‖eulerStep H τ - propagator H τ‖ ≤ τ ^ 2 * ‖H‖ ^ 2 / 2 := by
  have hSR : eulerMatrix H τ * eulerStep H τ = 1 :=
    mul_nonsing_inv _ ((isUnit_iff_isUnit_det _).1 (isUnit_eulerMatrix hH τ))
  have hb := exp_mul_one_sub_bound ((-(I * (τ : ℂ))) • H) (by
    intro s
    have h := norm_propagator_le hH (s * τ)
    have e : (s : ℂ) • ((-(I * (τ : ℂ))) • H) = (-(I * ((s * τ : ℝ) : ℂ))) • H := by
      rw [smul_smul]
      congr 1
      push_cast
      ring
    rw [e]
    exact h)
  have hS : 1 - (-(I * (τ : ℂ))) • H = eulerMatrix H τ := by
    rw [eulerMatrix, neg_smul, sub_neg_eq_add]
  have hn : ‖(-(I * (τ : ℂ))) • H‖ ^ 2 = τ ^ 2 * ‖H‖ ^ 2 := by
    rw [norm_smul, norm_neg, norm_mul, Complex.norm_I, Complex.norm_real, one_mul, mul_pow,
      Real.norm_eq_abs, sq_abs]
  rw [hS, hn] at hb
  change ‖propagator H τ * eulerMatrix H τ - 1‖ ≤ _ at hb
  have e : propagator H τ - eulerStep H τ
      = (propagator H τ * eulerMatrix H τ - 1) * eulerStep H τ := by
    rw [sub_mul, mul_assoc, hSR, mul_one, one_mul]
  rw [norm_sub_rev, e]
  calc _ ≤ ‖propagator H τ * eulerMatrix H τ - 1‖ * ‖eulerStep H τ‖ := norm_mul_le _ _
    _ ≤ ‖propagator H τ * eulerMatrix H τ - 1‖ * 1 := by
        gcongr
        exact norm_eulerStep_le hH τ
    _ ≤ _ := by rwa [mul_one]

/-- For two matrices of norm at most one, the `n`-th powers differ by at most `n` times
the difference of the matrices. -/
theorem norm_pow_sub_pow_le {R U : Matrix d d ℂ} (hR : ‖R‖ ≤ 1) (hU : ‖U‖ ≤ 1) (n : ℕ) :
    ‖R ^ n - U ^ n‖ ≤ n * ‖R - U‖ := by
  have hp : ∀ k : ℕ, ‖R ^ k‖ ≤ 1 := by
    intro k
    induction k with
    | zero => exact norm_le_one_of_isometry (by simp)
    | succ k ih =>
      rw [pow_succ]
      exact (norm_mul_le _ _).trans (mul_le_one₀ ih (norm_nonneg _) hR)
  induction n with
  | zero => simp
  | succ k ih =>
    have e : R ^ (k + 1) - U ^ (k + 1) = R ^ k * (R - U) + (R ^ k - U ^ k) * U := by
      rw [pow_succ, pow_succ, mul_sub, sub_mul]
      abel
    have h1 : ‖R ^ k * (R - U)‖ ≤ 1 * ‖R - U‖ :=
      (norm_mul_le _ _).trans (mul_le_mul_of_nonneg_right (hp k) (norm_nonneg _))
    have h2 : ‖(R ^ k - U ^ k) * U‖ ≤ ‖R ^ k - U ^ k‖ * 1 :=
      (norm_mul_le _ _).trans (mul_le_mul_of_nonneg_left hU (norm_nonneg _))
    rw [e]
    push_cast
    linarith [norm_add_le (R ^ k * (R - U)) ((R ^ k - U ^ k) * U)]

/-- For Hermitian `H`, real `t` and `n ≥ 1`, the matrix `1 + i(t/n)H` is invertible, and the
`n`-th power of its inverse differs from `exp(-itH)` by at most `t²‖H‖²/(2n)`. -/
theorem implicit_euler_error {H : Matrix d d ℂ} (hH : H.IsHermitian) (t : ℝ) {n : ℕ}
    (hn : 1 ≤ n) :
    IsUnit (eulerMatrix H (t / n)) ∧
      ‖eulerStep H (t / n) ^ n - propagator H t‖ ≤ t ^ 2 * ‖H‖ ^ 2 / (2 * n) := by
  refine ⟨isUnit_eulerMatrix hH _, ?_⟩
  have hn0 : (n : ℝ) ≠ 0 := by positivity
  have hnc : (n : ℂ) ≠ 0 := by exact_mod_cast hn0
  -- `n` short exact evolutions compose to the full one
  have hU : propagator H t = propagator H (t / n) ^ n := by
    have hc : (n : ℂ) * (-(I * ((t / n : ℝ) : ℂ))) = -(I * (t : ℂ)) := by
      push_cast
      field_simp
    unfold propagator
    rw [← Matrix.exp_nsmul, ← Nat.cast_smul_eq_nsmul ℂ, smul_smul, hc]
  rw [hU]
  calc _ ≤ n * ‖eulerStep H (t / n) - propagator H (t / n)‖ :=
        norm_pow_sub_pow_le (norm_eulerStep_le hH _) (norm_propagator_le hH _) n
    _ ≤ n * ((t / n) ^ 2 * ‖H‖ ^ 2 / 2) := by
        gcongr
        exact one_step_error hH _
    _ = t ^ 2 * ‖H‖ ^ 2 / (2 * n) := by field_simp

/-- For Hermitian `H`, as the number of steps grows, the implicit Euler evolution over a fixed time
`t` converges to the exact propagator. -/
theorem implicit_euler_tendsto {H : Matrix d d ℂ} (hH : H.IsHermitian) (t : ℝ) :
    Tendsto (fun n : ℕ => eulerStep H (t / n) ^ n) atTop (nhds (propagator H t)) := by
  rw [tendsto_iff_norm_sub_tendsto_zero]
  have hlim : Tendsto (fun n : ℕ => t ^ 2 * ‖H‖ ^ 2 / (2 * (n : ℝ))) atTop (nhds 0) := by
    refine (tendsto_const_div_atTop_nhds_zero_nat (t ^ 2 * ‖H‖ ^ 2 / 2)).congr fun n => ?_
    exact div_div _ _ _
  refine squeeze_zero' (Eventually.of_forall fun _ => norm_nonneg _) ?_ hlim
  filter_upwards [eventually_ge_atTop 1] with n hn
  exact (implicit_euler_error hH t hn).2

/-- For Hermitian `H`, an implicit Euler step `R` satisfies `R†R = 1` exactly when the step length
or the Hamiltonian vanishes. -/
theorem eulerStep_unitary_iff {H : Matrix d d ℂ} (hH : H.IsHermitian) (τ : ℝ) :
    (eulerStep H τ)ᴴ * eulerStep H τ = 1 ↔ τ = 0 ∨ H = 0 := by
  constructor
  · intro h
    have hRS : eulerStep H τ * eulerMatrix H τ = 1 :=
      nonsing_inv_mul _ ((isUnit_iff_isUnit_det _).1 (isUnit_eulerMatrix hH τ))
    have hS : (eulerMatrix H τ)ᴴ * eulerMatrix H τ = 1 := by
      calc (eulerMatrix H τ)ᴴ * eulerMatrix H τ
          = (eulerMatrix H τ)ᴴ * ((eulerStep H τ)ᴴ * eulerStep H τ) * eulerMatrix H τ := by
            rw [h, mul_one]
        _ = (eulerStep H τ * eulerMatrix H τ)ᴴ * (eulerStep H τ * eulerMatrix H τ) := by
            rw [conjTranspose_mul]
            simp only [mul_assoc]
        _ = 1 := by rw [hRS, conjTranspose_one, one_mul]
    rw [eulerMatrix_gram hH, add_eq_left, conjTranspose_mul_self_eq_zero, smul_eq_zero] at hS
    exact hS.imp_left fun h0 => by exact_mod_cast h0
  · rintro (h | h) <;> simp [eulerStep, eulerMatrix, h]

end

end ImplicitEulerPropagator
```

```lean
#print axioms ImplicitEulerPropagator.implicit_euler_tendsto
#print axioms ImplicitEulerPropagator.eulerStep_unitary_iff
```

```
'ImplicitEulerPropagator.implicit_euler_tendsto' depends on axioms: [propext, Classical.choice, Quot.sound]
'ImplicitEulerPropagator.eulerStep_unitary_iff' depends on axioms: [propext, Classical.choice, Quot.sound]
```

## The error bound and its two companions

The main theorem, `implicit_euler_error`, takes a Hermitian $H$, a real $t$ and a natural number $n\ge 1$. It states that $S_{t/n}$ is invertible and that

$$\|R_{t/n}^{\,n}-U_t\|\le \frac{t^2\|H\|^2}{2n}.$$

The invertibility part, `IsUnit`, matters because Lean's matrix inverse is defined as zero for a singular matrix; here `eulerStep` is a true inverse.

Two further theorems complete the picture. `implicit_euler_tendsto` says that $R_{t/n}^{\,n}\to U_t$ as $n\to\infty$ at fixed $t$. `eulerStep_unitary_iff` says that $R_\tau^\dagger R_\tau=1$ holds only if $\tau=0$ or $H=0$, and that it does hold in those cases.

The type `d` labels the basis states, and `Matrix d d ℂ` holds the Hamiltonian in an orthonormal basis. The hypothesis `H.IsHermitian` is $H^\dagger=H$. No smallness of $\tau\|H\|$ is assumed, and $t$ may be negative. The Hamiltonian doesn't depend on time. Unbounded operators, overlap matrices of non-orthogonal bases and rounding errors are not treated.

## A resolvent as a time step

The Schrödinger equation $i\dot\psi=H\psi$ becomes an implicit Euler scheme when the derivative is replaced by a difference quotient and the right-hand side is taken at the new time:

$$\frac{\psi_{k+1}-\psi_k}{\tau}=-iH\psi_{k+1},\qquad\text{so}\qquad (1+i\tau H)\psi_{k+1}=\psi_k .$$

Thus $\psi_{k+1}=R_\tau\psi_k$. For $\tau\neq0$ this step is, up to a scalar factor, the resolvent at an imaginary energy: with $z=i/\tau$, $R_\tau=z(z-H)^{-1}$.

In a program one does not need to form the inverse. Each step solves the linear system above for $\psi_{k+1}$. With a fixed $H$ and a fixed $\tau$, a dense code can factorise $S_\tau$ once and use the factors at every step; for a large sparse $H$, an iterative solver is an option. For a finite matrix Hamiltonian and exact linear solves, the theorem gives a sufficient step count: an error of at most $\varepsilon>0$ in the final state, from a normalised initial state, is guaranteed once $n\ge1$ and $n\ge t^2\|H\|^2/(2\varepsilon)$.

For $\tau\neq0$ the scheme loses norm on every state with $H\psi\neq0$. An eigenvector of $H$ with energy $E$ is multiplied in each step by $1/(1+i\tau E)$, whose modulus is $(1+\tau^2E^2)^{-1/2}$. A falling norm in such a run is therefore expected from the method itself and need not signal a bug.

## Invertibility and stability of a step

Fix $\tau$ and drop it from $S$ and $R$. Since $S^\dagger=1-i\tau H$,

$$S^\dagger S=(1-i\tau H)(1+i\tau H)=1+\tau^2H^2=1+(\tau H)^\dagger(\tau H).$$

For a nonzero vector $v$ this gives $v^\dagger S^\dagger S v=\|v\|^2+\|\tau Hv\|^2>0$. Hence $S^\dagger S$ is positive definite, and $S$ is invertible. The identity is `eulerMatrix_gram`; `isUnit_eulerMatrix` then passes from the product to $S$ through determinants.

To bound $R$, set $W=S^\dagger R$, the Cayley transform. The matrices $S$ and $S^\dagger$ commute, so

$$W^\dagger W=R^\dagger SS^\dagger R=R^\dagger S^\dagger SR=(SR)^\dagger(SR)=1 .$$

Therefore $\|W\|\le1$. Multiplying $S+S^\dagger=2$ on the right by $R$ gives $1+W=2R$, and so $\|R\|\le(1+1)/2=1$. This is `norm_eulerStep_le`. Its auxiliary lemma `norm_le_one_of_isometry` uses $\|W^\dagger W\|=\|W\|^2$.

The same lemma gives $\|U_t\|\le1$ in `norm_propagator_le`: because $-itH$ is anti-Hermitian, $U_t^\dagger U_t=e^{itH}e^{-itH}=1$.

## The error of one step

Put $X=-i\tau H$, so that $1-X=S$ and $e^X=U_\tau$. Define $F(s)=e^{sX}(1-sX)-1$. Then $F(0)=0$ and

$$F'(s)=e^{sX}X(1-sX)-e^{sX}X=-s\,e^{sX}X^2 .$$

The factor $e^{sX}=U_{s\tau}$ has norm at most one, so $\|F'(s)\|\le s\|X\|^2$ for $0\le s\le1$. Integration gives

$$\|U_\tau S-1\|=\|F(1)\|\le\int_0^1 s\|X\|^2\,ds=\frac{\|X\|^2}{2}=\frac{\tau^2\|H\|^2}{2}.$$

`exp_mul_one_sub_bound` proves this estimate in any complete complex normed algebra, with the bound on the exponentials as a hypothesis. In place of an integral it uses a comparison theorem: a function whose derivative is bounded in norm by that of $s^2\|X\|^2/2$, and which starts at zero, stays below it in norm.

Since $SR=1$, we have $U_\tau-R=(U_\tau S-1)R$. With $\|R\|\le1$ this yields `one_step_error`:

$$\|R_\tau-U_\tau\|\le\frac{\tau^2\|H\|^2}{2}.$$

## Accumulation over n steps

For any two matrices $R$ and $U$ of norm at most one,

$$R^{k+1}-U^{k+1}=R^k(R-U)+(R^k-U^k)U .$$

The first term has norm at most $\|R-U\|$, and the second at most $\|R^k-U^k\|$. Starting from zero difference at $k=0$, induction gives $\|R^n-U^n\|\le n\|R-U\|$, which is `norm_pow_sub_pow_le`.

The exact evolution splits as $U_t=U_{t/n}^{\,n}$. Taking $\tau=t/n$ therefore gives

$$\|R_{t/n}^{\,n}-U_t\|\le n\cdot\frac{(t/n)^2\|H\|^2}{2}=\frac{t^2\|H\|^2}{2n}.$$

The final `calc` block of `implicit_euler_error` follows this line. Convergence comes from squeezing the error between zero and a bound that tends to zero.

For the unitarity criterion, suppose $R^\dagger R=1$. Multiplying by $S^\dagger$ on the left and $S$ on the right gives $S^\dagger S=1$. Comparison with the formula for $S^\dagger S$ leaves $(\tau H)^\dagger(\tau H)=0$, hence $\tau H=0$, which means $\tau=0$ or $H=0$. Conversely, in either case $S=R=1$.
